# In-place Beyer–Swinehart sweeps count harmonic vibrational states on an integer energy grid

## A loop that runs the wrong way

Take two vibrational modes with quanta of 2 and 3 energy units, and count states by updating a table in place. If the inner loop runs from high energy to low, the program finishes without complaint and reports no state at energy 6. There are two: three quanta in the first mode, or two quanta in the second. The downward loop lets each mode hold at most one quantum, so these two states are missed.

The upward loop gives the right count. Start from $(1,0,0,0,0,0,0)$ for energies 0 to 6. The sweep for the quantum 2 gives $(1,0,1,0,1,0,1)$, and the sweep for the quantum 3 gives $(1,0,1,1,1,1,2)$. The theorem below says that this works for any finite list of positive integer quanta, repetitions included.

## Modes, quanta and the grid

Consider $n$ independent harmonic modes, numbered $j = 0, \dots, n-1$. Energies are measured from the zero-point level in units of a grid spacing, and mode $j$ has a quantum of $w_j$ units, a positive integer. A vibrational state is a tuple $v$ of occupation numbers $v_j \in \mathbb{N}$, with energy
$$\varepsilon(v) = \sum_j v_j w_j .$$
If some $w_j$ were 0, this formula would let mode $j$ hold any number of quanta at no cost, and there would be infinitely many states at a single energy. Even a genuine vibration gets $w_j = 0$ if the grid is so coarse that its frequency is rounded to zero; the theorems exclude that case. Degenerate modes are listed separately, with equal quanta.

The table $T$ has entries for energies $0, \dots, M$. The sweep for a quantum $w$ performs $T[w+i] \mathrel{+}= T[i]$ for $i = 0, 1, \dots$ until the entry $M$ has been updated; if $w > M$, it does nothing. The algorithm makes one sweep per mode.

Such counts enter microcanonical rate constants in statistical rate theory; the result here covers their vibrational part for uncoupled harmonic modes whose frequencies lie on the grid.

## What is proved

Let $T_0$ be the initial table. For every $E \le M$, the final entry is
$$S_n(E) = \sum_{v:\ \varepsilon(v) \le E} T_0\big(E - \varepsilon(v)\big).$$
This is `table_eq_stateSum`. Two initial tables turn it into counts:

- From $(1,0,0,\dots)$, the final entry is the number of states with energy exactly $E$ (`beyer_swinehart`).
- From $(1,1,1,\dots)$, it is the number of states with energy at most $E$ (`sum_of_states`).

In Lean, a table is a function `ℕ → R`, where `R` is any type with a commutative, associative addition and a zero. The quanta and the occupation numbers are functions `Fin n → ℕ`, and `hw` says that all quanta are positive. `sweep w T k` is the table after the first `k` single-entry overwrites, so the in-place order of the algorithm is part of the definition. `table M T₀ w` sweeps the modes in the order $0, \dots, n-1$, with `M + 1 - w (Fin.last n)` updates for the last one. The initial table $(1,0,0,\dots)$ is `Pi.single 0 1`, and the count is `Nat.card` of the set of tuples with the required energy.

The theorems say nothing about entries above $M$. The counts are exact natural numbers, so overflow and floating-point rounding are not modelled. Nor is the error made when real frequencies are rounded to the grid. Anharmonicity and coupling between modes are absent.

## Why the sweep reads new values

Let $T$ be the table before a sweep with quantum $w$, and $T'$ the table after it. Entries below $w$ are never written, so $T'(E) = T(E)$ for $E < w$.

An entry $w+i \le M$ is written exactly once, at step $i$. Just before that step it still holds $T(w+i)$. The entry $i$ that is read already has its final value: if $i < w$ it never changes, and if $i \ge w$ it was written at step $i - w$, which is earlier because $w > 0$. Hence
$$T'(w+i) = T(w+i) + T'(i).$$
A downward loop would have $T(i)$ in the last term.

## The same recursion for the states

Let $S_m(E)$ be the state sum for modes $0, \dots, m-1$ alone. It has finitely many terms, since $w_j \ge 1$ forces $v_j \le E$. Now add mode $m$ and split the states by $v_m$.

The states with $v_m = 0$ are the states of the first $m$ modes, and they contribute $S_m(E)$. If $E < w_m$, there are no others, so $S_{m+1}(E) = S_m(E)$.

If $E = w_m + k$ with $k \ge 0$, each state with $v_m \ge 1$ arises from exactly one state $u$ by adding a quantum to mode $m$. Then $\varepsilon(v) = \varepsilon(u) + w_m$. The condition $\varepsilon(v) \le E$ becomes $\varepsilon(u) \le k$, and the energy left over is $E - \varepsilon(v) = k - \varepsilon(u)$. These states therefore contribute $S_{m+1}(k)$, and
$$S_{m+1}(w_m+k) = S_m(w_m+k) + S_{m+1}(k).$$

With no modes there is one state, the empty tuple, of energy 0, so $S_0(E) = T_0(E)$, which is the table before any sweep. Suppose the table after $m$ sweeps equals $S_m$ on the grid. The next sweep and $S_{m+1}$ agree below $w_m$. From $w_m$ upwards they obey the same recursion, which refers only to the table before the sweep and to the smaller energy $k$, so they agree at every $E \le M$ by strong induction on $E$.

For $T_0 = (1,0,0,\dots)$, a term of the state sum is 1 if $\varepsilon(v) = E$ and 0 otherwise. For $T_0 = (1,1,1,\dots)$, every term is 1. The two counts follow.

## The algorithm and its proof in Lean

```lean
import Mathlib

namespace BeyerSwinehart

variable {R : Type*} [AddCommMonoid R]

/-- The table after the first `k` in-place updates `T[w + i] += T[i]`, `i = 0, 1, ..., k - 1`,
for a mode with quantum `w`. -/
def sweep (w : ℕ) (T : ℕ → R) : ℕ → ℕ → R
  | 0 => T
  | k + 1 => Function.update (sweep w T k) (w + k) (sweep w T k (w + k) + sweep w T k k)

/-- The table after one sweep per mode, starting from `T₀`; each sweep updates the entries
from the quantum of the mode up to the top `M` of the energy grid. -/
def table (M : ℕ) (T₀ : ℕ → R) : {n : ℕ} → (Fin n → ℕ) → ℕ → R
  | 0, _ => T₀
  | n + 1, w => sweep (w (Fin.last n)) (table M T₀ (fun j : Fin n => w j.castSucc))
      (M + 1 - w (Fin.last n))

/-- The energy above the zero-point level of harmonic modes with quanta `w` and
occupation numbers `v`. -/
def energy {n : ℕ} (w v : Fin n → ℕ) : ℕ := ∑ j, v j * w j

/-- The vibrational states with energy at most `E` and at most `E` quanta in each mode. -/
def statesUpTo {n : ℕ} (w : Fin n → ℕ) (E : ℕ) : Finset (Fin n → ℕ) :=
  (Fintype.piFinset fun _ => Finset.range (E + 1)).filter (fun v => energy w v ≤ E)

/-- The sum over the states in `statesUpTo w E` of the initial table at the energy left over. -/
def stateSum {n : ℕ} (w : Fin n → ℕ) (T₀ : ℕ → R) (E : ℕ) : R :=
  ∑ v ∈ statesUpTo w E, T₀ (E - energy w v)

/-- A sweep leaves alone the entries below the quantum and those it has not yet reached. -/
theorem sweep_untouched {w k E : ℕ} {T : ℕ → R} (h : E < w ∨ w + k ≤ E) :
    sweep w T k E = T E := by
  induction k with
  | zero => rfl
  | succ k ih => rw [sweep, Function.update_of_ne (by omega), ih (by omega)]

/-- For a positive quantum, each updated entry is its old value plus the new value one quantum
below. -/
theorem sweep_recursion {w k i : ℕ} {T : ℕ → R} (hw : 0 < w) (hi : i < k) :
    sweep w T k (w + i) = T (w + i) + sweep w T k i := by
  induction k with
  | zero => omega
  | succ k ih =>
    rw [sweep, Function.update_of_ne (show i ≠ w + k by omega)]
    rcases Nat.lt_succ_iff_lt_or_eq.mp hi with h | rfl
    · rw [Function.update_of_ne (by omega), ih h]
    · rw [Function.update_self, sweep_untouched (Or.inr le_rfl)]

/-- For positive quanta, `statesUpTo w E` consists of all states with energy at most `E`. -/
theorem mem_statesUpTo {n : ℕ} {w : Fin n → ℕ} (hw : ∀ j, 0 < w j) {E : ℕ} {v : Fin n → ℕ} :
    v ∈ statesUpTo w E ↔ energy w v ≤ E := by
  simp only [statesUpTo, Finset.mem_filter, Fintype.mem_piFinset, Finset.mem_range]
  refine ⟨And.right, fun h => ⟨fun j => ?_, h⟩⟩
  have h1 : v j * w j ≤ energy w v :=
    Finset.single_le_sum (f := fun j => v j * w j) (fun _ _ => Nat.zero_le _) (Finset.mem_univ j)
  exact Nat.lt_succ_of_le ((Nat.le_mul_of_pos_right (v j) (hw j)).trans (h1.trans h))

/-- The state sum splits into states with the last mode empty and states with it excited. -/
theorem stateSum_split {n : ℕ} {w : Fin (n + 1) → ℕ} (hw : ∀ j, 0 < w j) (T₀ : ℕ → R) (E : ℕ) :
    stateSum w T₀ E = stateSum (fun j : Fin n => w j.castSucc) T₀ E +
      ∑ v ∈ (statesUpTo w E).filter (fun v => ¬ v (Fin.last n) = 0), T₀ (E - energy w v) := by
  have hw' : ∀ j : Fin n, 0 < w j.castSucc := fun j => hw _
  have drop : ∀ v : Fin (n + 1) → ℕ, v (Fin.last n) = 0 →
      energy w v = energy (fun j : Fin n => w j.castSucc) (fun j => v j.castSucc) := by
    intro v hv
    simp [energy, Fin.sum_univ_castSucc, hv]
  rw [stateSum, ← Finset.sum_filter_add_sum_filter_not _ (fun v => v (Fin.last n) = 0)]
  congr 1
  -- forgetting the empty last mode is a bijection
  refine Finset.sum_nbij' (fun v j => v j.castSucc)
    (fun u => Fin.snoc (α := fun _ => ℕ) u 0) ?_ ?_ ?_ ?_ ?_
  · intro v hv
    rw [Finset.mem_filter, mem_statesUpTo hw] at hv
    exact (mem_statesUpTo hw').2 ((drop v hv.2).symm.le.trans hv.1)
  · intro u hu
    rw [mem_statesUpTo hw'] at hu
    rw [Finset.mem_filter, mem_statesUpTo hw]
    refine ⟨?_, by simp⟩
    rw [drop _ (by simp)]
    simpa using hu
  · intro v hv
    have h0 := (Finset.mem_filter.mp hv).2
    funext j
    refine Fin.lastCases ?_ (fun i => ?_) j
    · simp [h0]
    · simp
  · intro u _
    funext j
    simp
  · intro v hv
    rw [drop v (Finset.mem_filter.mp hv).2]

/-- Removing one quantum from the excited last mode gives the recursion of the state sum. -/
theorem stateSum_add {n : ℕ} {w : Fin (n + 1) → ℕ} (hw : ∀ j, 0 < w j) (T₀ : ℕ → R) (k : ℕ) :
    stateSum w T₀ (w (Fin.last n) + k) =
      stateSum (fun j : Fin n => w j.castSucc) T₀ (w (Fin.last n) + k) + stateSum w T₀ k := by
  have up : ∀ u : Fin (n + 1) → ℕ,
      energy w (u + Pi.single (Fin.last n) 1) = energy w u + w (Fin.last n) := by
    intro u
    simp [energy, add_mul, Finset.sum_add_distrib, Pi.single_apply]
  have back : ∀ v : Fin (n + 1) → ℕ, ¬ v (Fin.last n) = 0 →
      v - Pi.single (Fin.last n) 1 + Pi.single (Fin.last n) 1 = v := by
    intro v hv
    funext j
    by_cases hj : j = Fin.last n
    · subst hj
      simp only [Pi.add_apply, Pi.sub_apply, Pi.single_eq_same]
      omega
    · simp [hj]
  rw [stateSum_split hw]
  congr 1
  symm
  refine Finset.sum_nbij' (fun u => u + Pi.single (Fin.last n) 1)
    (fun v => v - Pi.single (Fin.last n) 1) ?_ ?_ ?_ ?_ ?_
  · intro u hu
    rw [mem_statesUpTo hw] at hu
    rw [Finset.mem_filter, mem_statesUpTo hw, up]
    exact ⟨by omega, by simp⟩
  · intro v hv
    rw [Finset.mem_filter, mem_statesUpTo hw] at hv
    have e := up (v - Pi.single (Fin.last n) 1)
    rw [back v hv.2] at e
    rw [mem_statesUpTo hw]
    omega
  · intro u _
    funext j
    simp
  · intro v hv
    exact back v (Finset.mem_filter.mp hv).2
  · intro u _
    rw [up]
    congr 1
    omega

/-- For any initial table, the final entry at `E` on the grid is the sum, over all vibrational
states with energy at most `E`, of the initial table at the energy left over. -/
theorem table_eq_stateSum {M : ℕ} (T₀ : ℕ → R) {n : ℕ} (w : Fin n → ℕ) (hw : ∀ j, 0 < w j)
    (E : ℕ) (hE : E ≤ M) : table M T₀ w E = stateSum w T₀ E := by
  induction n generalizing E with
  | zero =>
    have h : statesUpTo w E = {w} := by
      ext v
      rw [Finset.mem_singleton, mem_statesUpTo hw]
      exact ⟨fun _ => Subsingleton.elim v w, fun _ => by simp [energy]⟩
    simp [table, stateSum, h, energy]
  | succ n ih =>
    have step : table M T₀ w = sweep (w (Fin.last n))
        (table M T₀ (fun j : Fin n => w j.castSucc)) (M + 1 - w (Fin.last n)) := rfl
    have hl := hw (Fin.last n)
    induction E using Nat.strong_induction_on with
    | _ E ihE =>
      by_cases h : E < w (Fin.last n)
      · -- below one quantum the last mode must be empty
        rw [step, sweep_untouched (Or.inl h), ih _ (fun j => hw _) E hE, stateSum_split hw,
          Finset.sum_eq_zero, add_zero]
        intro v hv
        rw [Finset.mem_filter, mem_statesUpTo hw, energy, Fin.sum_univ_castSucc] at hv
        have := Nat.le_mul_of_pos_left (w (Fin.last n)) (Nat.pos_of_ne_zero hv.2)
        omega
      · obtain ⟨k, rfl⟩ := Nat.exists_eq_add_of_le (not_lt.mp h)
        rw [stateSum_add hw, ← ih _ (fun j => hw _) _ hE, ← ihE k (by omega) (by omega), step]
        exact sweep_recursion hl (by omega)

/-- Beyer-Swinehart algorithm: started from `(1, 0, 0, ...)`, the final entry at `E` is the
number of vibrational states with energy exactly `E`. -/
theorem beyer_swinehart {M n : ℕ} (w : Fin n → ℕ) (hw : ∀ j, 0 < w j) (E : ℕ) (hE : E ≤ M) :
    table M (Pi.single 0 1 : ℕ → ℕ) w E = Nat.card {v : Fin n → ℕ // ∑ j, v j * w j = E} := by
  have hc : Nat.card {v : Fin n → ℕ // ∑ j, v j * w j = E} =
      ((statesUpTo w E).filter (fun v => energy w v = E)).card := by
    refine Nat.subtype_card _ (fun v => ?_)
    rw [Finset.mem_filter, mem_statesUpTo hw]
    exact ⟨And.right, fun h => ⟨le_of_eq h, h⟩⟩
  rw [table_eq_stateSum _ w hw E hE, hc, Finset.card_filter, stateSum]
  refine Finset.sum_congr rfl (fun v hv => ?_)
  rw [mem_statesUpTo hw] at hv
  rw [Pi.single_apply]
  exact if_congr (by omega) rfl rfl

/-- Started from `(1, 1, 1, ...)`, the final entry at `E` is the number of vibrational states
with energy at most `E`. -/
theorem sum_of_states {M n : ℕ} (w : Fin n → ℕ) (hw : ∀ j, 0 < w j) (E : ℕ) (hE : E ≤ M) :
    table M (fun _ => (1 : ℕ)) w E = Nat.card {v : Fin n → ℕ // ∑ j, v j * w j ≤ E} := by
  rw [table_eq_stateSum _ w hw E hE, stateSum, ← Finset.card_eq_sum_ones]
  exact (Nat.subtype_card _ (fun v => mem_statesUpTo hw)).symm

end BeyerSwinehart
```

```lean
#print axioms BeyerSwinehart.beyer_swinehart
#print axioms BeyerSwinehart.sum_of_states
```

```
'BeyerSwinehart.beyer_swinehart' depends on axioms: [propext, Classical.choice, Quot.sound]
'BeyerSwinehart.sum_of_states' depends on axioms: [propext, Classical.choice, Quot.sound]
```

## How the lemmas follow the derivation

`sweep_untouched` covers both kinds of entry that still hold their old value: those below the quantum and those the sweep has not reached. `sweep_recursion` is the formula for $T'(w+i)$, proved by induction on the number of updates. If the latest update is a later one than step $i$, it touches neither $w+i$ nor $i$, and the induction hypothesis applies. If it is step $i$ itself, `sweep_untouched` supplies the old value of the target. The positivity of $w$ enters in showing `i ≠ w + k`: the entry being read is not the one being written.

`statesUpTo` is defined inside a finite box, with at most $E$ quanta in each mode. `mem_statesUpTo` shows that for positive quanta the box excludes no state of energy at most $E$.

The two bijections are handled by `Finset.sum_nbij'`, which equates two sums once it is given maps in both directions and a proof that they are inverse and preserve the terms. In `stateSum_split`, one map forgets the empty last mode and the other appends a zero with `Fin.snoc`. In `stateSum_add`, the maps add and remove one quantum through `Pi.single (Fin.last n) 1`. There `up` records the change in energy, and `back` says that removing a quantum and restoring it returns the original state, provided that the mode was excited.

`table_eq_stateSum` is the double induction: the outer one runs over the number of modes, the inner one is strong induction on `E`. Below one quantum, the sum over excited states vanishes because any such state would have energy at least `w (Fin.last n)`. Otherwise `E` is written as the quantum plus `k`, `stateSum_add` unfolds the state sum, the two induction hypotheses turn its parts back into table entries, and `sweep_recursion` closes the goal.

In `beyer_swinehart`, `Finset.card_filter` writes the number of states at energy $E$ as a sum of zeros and ones, which is then matched term by term with the state sum. In `sum_of_states`, `Finset.card_eq_sum_ones` does the corresponding work for a sum of ones.
